# In a uniform neutralising background and with zero average potential, sheets of unit surface charge at spacing L have the Madelung potential πL/3 = −4πL ζ(−1) in Gaussian units

Put parallel sheets of unit surface charge at z = nL, for all integers n and L > 0, in a uniform background of charge density −1/L. In Gaussian units one sheet has potential −2π|z| at distance |z|. I damp every contribution, from sheets and background alike, by exp(−ε|z|/L), with ε > 0 dimensionless, and let ε → 0⁺ at the end.

The potential on a sheet, measured from its average over a cell, should then come out as πL/3. By hand this rests on the divergent sum 1 + 2 + 3 + … leaving a finite part −1/12 = ζ(−1) once the background is subtracted. Can that be made rigorous, with the limit and the link to the zeta function both machine-checked?

## Cancelling the 1/ε² divergence

Yes. Measure distances in units of L and, for a real offset x, define

S(ε,x) = Σ_{n≥0} (n + x) exp(−ε(n + x)).

With q = exp(−ε), the geometric series Σ qⁿ = 1/(1 − q) and Σ n qⁿ = q/(1 − q)² give

S(ε,x) = exp(−εx) [q + x(1 − q)] / (1 − q)².

The matching background is ∫₀^∞ t exp(−εt) dt = 1/ε². Write 1 − q = εU, where U = 1 − ε/2 + ε²/6 + O(ε³). Then

S(ε,x) − 1/ε² = {exp(−εx) [1 − (1 − x)εU] − U²} / (ε²U²).

To second order, the two terms in the braces are

exp(−εx) [1 − (1 − x)εU] = 1 − ε + ε²(1 + x − x²)/2 + O(ε³),

U² = 1 − ε + 7ε²/12 + O(ε³).

The first two orders cancel. Since U → 1,

S(ε,x) − 1/ε² → −(x² − x + 1/6)/2.

At x = 1 this is −1/12, which is ζ(−1).

For a field point 0 ≤ z ≤ L, the sheets at or below z = 0 have offset a = z/L, and those at or above z = L have offset 1 − a. The background contributes +4πL/ε², half for each side, so the damped potential is

−2πL [S(ε,a) − 1/ε² + S(ε,1−a) − 1/ε²].

Both brackets have the same limit, because x² − x is unchanged under x → 1 − x. The potential therefore tends to

φ(z) = 2π(z²/L − z + L/6).

On the sheet at z = 0 this is πL/3. The offsets there are 0 and 1, each contributing ζ(−1), hence the form −4πL ζ(−1). The sheet's own term vanishes at zero distance, so no self-interaction has to be removed. Finally,

∫₀^L φ(z) dz = 2π(L²/3 − L²/2 + L²/6) = 0,

which is the usual Ewald choice of zero.

## The physical model in Lean

`sheetPotential L ε z` is the damped potential of one sheet. It is postulated as an explicit function, not derived from Poisson's equation. `latticePotential L ε z` sums it over all integers and subtracts `1 / L` times its integral over the whole line, which is the neutralising background. `cellPotential L z` is φ(z), and `sumMinusBackground ε x` is S(ε,x) minus the background integral.

The filter `𝓝[>] 0` means that ε approaches zero from above. The main statements are:

- `jellium_tendsto_zeta`: the damped sum of the positive integers, minus its background, tends to ζ(−1). The index starts at 0, so the summand contains n + 1. The real difference is cast to ℂ because `riemannZeta` is complex-valued.
- `latticePotential_tendsto`: for L > 0 and 0 ≤ z ≤ L, the damped potential tends to φ(z).
- `madelung_potential`: the limit at z = 0 is πL/3, and this number equals −4πL ζ(−1).
- `integral_cellPotential`: φ integrates to zero over the cell.

The sheets are rigid, infinitely thin and uniformly charged, and there is no dielectric response. The limit is established for exponential damping only, and pointwise in z.

```lean
import Mathlib

open Filter Topology MeasureTheory
open scoped Real

namespace SheetLatticeMadelung

noncomputable section

/-- Damped potential at height `z` of a sheet of unit surface charge (Gaussian units), for lattice
spacing `L > 0` and dimensionless damping `ε > 0`. -/
def sheetPotential (L ε z : ℝ) : ℝ := -2 * π * |z| * Real.exp (-(ε * (|z| / L)))

/-- For `L > 0` and `ε > 0`, damped potential at height `z` of sheets of unit surface charge at all
integer multiples of `L`, together with a uniform background of charge density `-1 / L`. -/
def latticePotential (L ε z : ℝ) : ℝ :=
  (∑' n : ℤ, sheetPotential L ε (z + n * L)) - 1 / L * ∫ w, sheetPotential L ε (z - w)

/-- The quadratic potential `2π (z² / L - z + L / 6)` for spacing `L ≠ 0`. -/
def cellPotential (L z : ℝ) : ℝ := 2 * π * (z ^ 2 / L - z + L / 6)

/-- Damped sum of the distances `n + x`, `n ≥ 0`, minus the damped integral over all positive
distances, for damping `ε > 0`. -/
def sumMinusBackground (ε x : ℝ) : ℝ :=
  (∑' n : ℕ, ((n : ℝ) + x) * Real.exp (-(ε * (n + x)))) -
    ∫ t in Set.Ioi (0 : ℝ), t * Real.exp (-(ε * t))

/-- Third-order remainder coefficient of `exp (-ε c)`, for `ε ≠ 0`. -/
def expRemainder (c ε : ℝ) : ℝ :=
  (Real.exp (-(ε * c)) - (1 - ε * c + (ε * c) ^ 2 / 2)) / ε ^ 3

/-- The third-order remainder coefficient of `exp (-ε c)` tends to `-c³ / 6`. -/
theorem expRemainder_tendsto (c : ℝ) :
    Tendsto (expRemainder c) (𝓝[>] 0) (𝓝 (-c ^ 3 / 6)) := by
  rw [← tendsto_sub_nhds_zero_iff]
  refine squeeze_zero_norm' (a := fun ε => c ^ 4 * ε) ?_ ?_
  · filter_upwards [Ioo_mem_nhdsGT (show (0 : ℝ) < 1 / (|c| + 1) by positivity)] with ε hε
    obtain ⟨h0, h1⟩ := hε
    have h3 : ε ^ 3 ≠ 0 := pow_ne_zero 3 h0.ne'
    have hy : |-(ε * c)| ≤ 1 := by
      rw [lt_div_iff₀ (by positivity)] at h1
      rw [abs_neg, abs_mul, abs_of_pos h0]
      nlinarith
    have hb := Real.exp_bound hy (n := 4) (by norm_num)
    have hs : ∑ m ∈ Finset.range 4, (-(ε * c)) ^ m / (m.factorial : ℝ)
        = 1 - ε * c + (ε * c) ^ 2 / 2 - (ε * c) ^ 3 / 6 := by
      simp [Finset.sum_range_succ, Nat.factorial]
      ring
    rw [hs] at hb
    have hb' := hb.trans (b := _) (c := (ε * c) ^ 4) (by
      rw [abs_neg, ← abs_pow, abs_of_nonneg (by positivity : (0 : ℝ) ≤ (ε * c) ^ 4)]
      exact mul_le_of_le_one_right (by positivity) (by norm_num [Nat.factorial]))
    have e : expRemainder c ε - -c ^ 3 / 6 = (Real.exp (-(ε * c)) -
        (1 - ε * c + (ε * c) ^ 2 / 2 - (ε * c) ^ 3 / 6)) / ε ^ 3 := by
      rw [eq_div_iff h3, sub_mul, expRemainder, div_mul_cancel₀ _ h3]
      ring
    rw [e, Real.norm_eq_abs, abs_div, abs_of_pos (pow_pos h0 3), div_le_iff₀ (pow_pos h0 3)]
    calc _ ≤ (ε * c) ^ 4 := hb'
      _ = c ^ 4 * ε * ε ^ 3 := by ring
  · have h : Tendsto (fun ε : ℝ => c ^ 4 * ε) (𝓝 0) (𝓝 (c ^ 4 * 0)) :=
      (continuous_const.mul continuous_id).tendsto 0
    rw [mul_zero] at h
    exact h.mono_left nhdsWithin_le_nhds

/-- Closed form of the damped sum of the distances `n + x`. -/
theorem hasSum_damped {ε : ℝ} (hε : 0 < ε) (x : ℝ) :
    HasSum (fun n : ℕ => ((n : ℝ) + x) * Real.exp (-(ε * (n + x))))
      (Real.exp (-(ε * x)) * (Real.exp (-ε) / (1 - Real.exp (-ε)) ^ 2
        + x * (1 - Real.exp (-ε))⁻¹)) := by
  have hq0 := Real.exp_pos (-ε)
  have hq1 : Real.exp (-ε) < 1 := Real.exp_lt_one_iff.mpr (by linarith)
  have h1 := hasSum_coe_mul_geometric_of_norm_lt_one
    (show ‖Real.exp (-ε)‖ < 1 by rwa [Real.norm_eq_abs, abs_of_pos hq0])
  have h2 := hasSum_geometric_of_lt_one hq0.le hq1
  have e : (fun n : ℕ => ((n : ℝ) + x) * Real.exp (-(ε * (n + x)))) = fun n : ℕ =>
      Real.exp (-(ε * x)) * ((n : ℝ) * Real.exp (-ε) ^ n + x * Real.exp (-ε) ^ n) := by
    funext n
    have h : Real.exp (-(ε * (n + x))) = Real.exp (-(ε * x)) * Real.exp (-ε) ^ n := by
      rw [← Real.exp_nat_mul, ← Real.exp_add]
      congr 1
      ring
    rw [h]
    ring
  rw [e]
  exact (h1.add (h2.mul_left x)).mul_left (Real.exp (-(ε * x)))

/-- The damped background integral equals `1 / ε²`. -/
theorem integral_damped {ε : ℝ} (hε : 0 < ε) :
    ∫ t in Set.Ioi (0 : ℝ), t * Real.exp (-(ε * t)) = 1 / ε ^ 2 := by
  have h := Real.integral_rpow_mul_exp_neg_mul_Ioi (a := 2) (r := ε) two_pos hε
  rw [show (2 : ℝ) - 1 = 1 by norm_num] at h
  simp only [Real.rpow_one, Real.Gamma_two, mul_one, Real.rpow_two] at h
  rw [h, one_div_pow]

/-- For every offset `x`, the damped sum minus the background integral tends to
`-(x² - x + 1/6) / 2` as the damping is removed. -/
theorem sumMinusBackground_tendsto (x : ℝ) :
    Tendsto (fun ε => sumMinusBackground ε x) (𝓝[>] 0) (𝓝 (-(x ^ 2 - x + 1 / 6) / 2)) := by
  have he : Tendsto (fun ε : ℝ => ε) (𝓝[>] 0) (𝓝 0) := tendsto_id.mono_left nhdsWithin_le_nhds
  have hv := he.prodMk_nhds ((expRemainder_tendsto 1).prodMk_nhds (expRemainder_tendsto x))
  -- `1 - exp (-ε) = ε U`, and the difference of sum and integral is `N / U²`
  let U : ℝ × ℝ × ℝ → ℝ := fun v => 1 - v.1 / 2 - v.1 ^ 2 * v.2.1
  let N : ℝ × ℝ × ℝ → ℝ := fun v =>
    (1 - x) / 2 - x * (x - 1) + (x ^ 2 / 2 + v.1 * v.2.2) - 1 / 4 + 2 * v.2.1
    + v.1 * (-x * (1 - x) / 2 + (x ^ 2 / 2 + v.1 * v.2.2) * (x - 1) - x * v.2.1)
    + v.1 ^ 2 * ((x ^ 2 / 2 + v.1 * v.2.2) * (1 - x) / 2 - x * v.2.1 * (1 - x) - v.2.1 ^ 2)
    + v.1 ^ 3 * ((x ^ 2 / 2 + v.1 * v.2.2) * v.2.1 * (1 - x))
  have hU : Continuous U := by dsimp only [U]; fun_prop
  have hN : Continuous N := by dsimp only [N]; fun_prop
  have hlim := ((hN.tendsto (0, -1 ^ 3 / 6, -x ^ 3 / 6)).comp hv).div
    (((hU.tendsto (0, -1 ^ 3 / 6, -x ^ 3 / 6)).comp hv).pow 2) (by norm_num [U])
  have hval : N (0, -1 ^ 3 / 6, -x ^ 3 / 6) / U (0, -1 ^ 3 / 6, -x ^ 3 / 6) ^ 2
      = -(x ^ 2 - x + 1 / 6) / 2 := by
    simp only [N, U]
    ring
  rw [hval] at hlim
  refine hlim.congr' ?_
  filter_upwards [self_mem_nhdsWithin] with ε hmem
  have hε : 0 < ε := hmem
  have hexp : ∀ c, Real.exp (-(ε * c))
      = 1 - ε * c + (ε * c) ^ 2 / 2 + ε ^ 3 * expRemainder c ε := by
    intro c
    rw [expRemainder, mul_div_assoc', mul_div_cancel_left₀ _ (pow_ne_zero 3 hε.ne')]
    ring
  change N (ε, expRemainder 1 ε, expRemainder x ε)
    / U (ε, expRemainder 1 ε, expRemainder x ε) ^ 2 = _
  have hq : Real.exp (-ε) = 1 - ε * U (ε, expRemainder 1 ε, expRemainder x ε) := by
    have h := hexp 1
    simp only [mul_one] at h
    simp only [U]
    linear_combination h
  have hU0 : U (ε, expRemainder 1 ε, expRemainder x ε) ≠ 0 := by
    intro h
    rw [h, mul_zero, sub_zero] at hq
    linarith [Real.exp_lt_one_iff.mpr (show -ε < 0 by linarith)]
  have key : ∀ p u e : ℝ, e ≠ 0 → u ≠ 0 →
      p * ((1 - e * u) / (1 - (1 - e * u)) ^ 2 + x * (1 - (1 - e * u))⁻¹) - 1 / e ^ 2
        = (p * (1 - e * u + x * (e * u)) - u ^ 2) / (e ^ 2 * u ^ 2) := by
    intro p u e h1 h2
    rw [show 1 - (1 - e * u) = e * u by ring]
    field_simp
  have hnum : Real.exp (-(ε * x)) * (1 - ε * U (ε, expRemainder 1 ε, expRemainder x ε)
      + x * (ε * U (ε, expRemainder 1 ε, expRemainder x ε)))
      - U (ε, expRemainder 1 ε, expRemainder x ε) ^ 2
      = ε ^ 2 * N (ε, expRemainder 1 ε, expRemainder x ε) := by
    rw [hexp x]
    simp only [N, U]
    ring
  rw [sumMinusBackground, (hasSum_damped hε x).tsum_eq, integral_damped hε, hq,
    key _ _ _ hε.ne' hU0, hnum, mul_div_mul_left _ _ (pow_ne_zero 2 hε.ne')]

/-- The value of the Riemann zeta function at `-1` is `-1/12`. -/
theorem zeta_neg_one : riemannZeta (-1) = ((-1 / 12 : ℝ) : ℂ) := by
  have h := riemannZeta_neg_nat_eq_bernoulli' 1
  norm_num [bernoulli'_two] at h
  rw [h]
  norm_num

/-- The damped sum over `n ≥ 1` of `n exp (-ε n)`, minus its background integral, tends to
`ζ(-1)`. -/
theorem jellium_tendsto_zeta :
    Tendsto (fun ε : ℝ => (((∑' n : ℕ, ((n : ℝ) + 1) * Real.exp (-(ε * (n + 1)))) -
      ∫ t in Set.Ioi (0 : ℝ), t * Real.exp (-(ε * t)) : ℝ) : ℂ))
      (𝓝[>] 0) (𝓝 (riemannZeta (-1))) := by
  have h := sumMinusBackground_tendsto 1
  rw [show -((1 : ℝ) ^ 2 - 1 + 1 / 6) / 2 = -1 / 12 by norm_num] at h
  rw [zeta_neg_one]
  exact (Complex.continuous_ofReal.tendsto _).comp h

/-- Within a cell, the damped lattice potential splits into the sheets below and the sheets
above the field point, each with half of the background. -/
theorem latticePotential_eq {L ε z : ℝ} (hL : 0 < L) (hε : 0 < ε) (hz : 0 ≤ z) (hzL : z ≤ L) :
    latticePotential L ε z = -2 * π * L *
      (sumMinusBackground ε (z / L) + sumMinusBackground ε (1 - z / L)) := by
  have hd : L * (z / L) = z := by field_simp
  have hsheet : ∀ y a : ℝ, |y| = L * a →
      sheetPotential L ε y = -2 * π * L * (a * Real.exp (-(ε * a))) := by
    intro y a h
    rw [sheetPotential, h, mul_div_cancel_left₀ a hL.ne']
    ring
  have hA : HasSum (fun n : ℕ => sheetPotential L ε (z + ((n : ℤ) : ℝ) * L))
      (-2 * π * L * ∑' n : ℕ, ((n : ℝ) + z / L) * Real.exp (-(ε * (n + z / L)))) := by
    have e : (fun n : ℕ => sheetPotential L ε (z + ((n : ℤ) : ℝ) * L)) = fun n : ℕ =>
        -2 * π * L * (((n : ℝ) + z / L) * Real.exp (-(ε * (n + z / L)))) := by
      funext n
      apply hsheet
      rw [Int.cast_natCast, abs_of_nonneg (by positivity)]
      linear_combination -hd
    rw [e]
    exact (hasSum_damped hε (z / L)).summable.hasSum.mul_left (-2 * π * L)
  have hB : HasSum (fun n : ℕ => sheetPotential L ε (z + ((-((n : ℤ) + 1) : ℤ) : ℝ) * L))
      (-2 * π * L * ∑' n : ℕ, ((n : ℝ) + (1 - z / L)) *
        Real.exp (-(ε * (n + (1 - z / L))))) := by
    have e : (fun n : ℕ => sheetPotential L ε (z + ((-((n : ℤ) + 1) : ℤ) : ℝ) * L)) =
        fun n : ℕ => -2 * π * L * (((n : ℝ) + (1 - z / L)) *
          Real.exp (-(ε * (n + (1 - z / L))))) := by
      funext n
      apply hsheet
      have hn : 0 ≤ (n : ℝ) * L := by positivity
      rw [show ((-((n : ℤ) + 1) : ℤ) : ℝ) = -((n : ℝ) + 1) by simp,
        abs_of_nonpos (by nlinarith)]
      linear_combination hd
    rw [e]
    exact (hasSum_damped hε (1 - z / L)).summable.hasSum.mul_left (-2 * π * L)
  -- the background is even in the distance, so it is twice a half-line integral
  have hI : 1 / L * ∫ w, sheetPotential L ε (z - w) = -4 * π * L * (1 / ε ^ 2) := by
    have h2 : ∫ w, sheetPotential L ε w
        = 2 * ∫ t in Set.Ioi (0 : ℝ), -2 * π * t * Real.exp (-(ε * (t / L))) :=
      integral_comp_abs (f := fun t => -2 * π * t * Real.exp (-(ε * (t / L))))
    have h3 : ∀ t : ℝ, -2 * π * t * Real.exp (-(ε * (t / L)))
        = -2 * π * (t * Real.exp (-(ε / L * t))) := by
      intro t
      rw [show ε * (t / L) = ε / L * t by ring]
      ring
    rw [integral_sub_left_eq_self (fun w => sheetPotential L ε w), h2]
    simp only [h3]
    rw [integral_const_mul, integral_damped (div_pos hε hL)]
    field_simp
    ring
  rw [latticePotential, (HasSum.of_nat_of_neg_add_one
      (f := fun n : ℤ => sheetPotential L ε (z + n * L)) hA hB).tsum_eq, hI,
    sumMinusBackground, sumMinusBackground, integral_damped hε]
  ring

/-- As the damping is removed, the potential of the neutralised sheet lattice at height
`0 ≤ z ≤ L` tends to `2π (z² / L - z + L / 6)`. -/
theorem latticePotential_tendsto {L z : ℝ} (hL : 0 < L) (hz : 0 ≤ z) (hzL : z ≤ L) :
    Tendsto (fun ε => latticePotential L ε z) (𝓝[>] 0) (𝓝 (cellPotential L z)) := by
  have h := ((sumMinusBackground_tendsto (z / L)).add
    (sumMinusBackground_tendsto (1 - z / L))).const_mul (-2 * π * L)
  have hval : -2 * π * L * (-((z / L) ^ 2 - z / L + 1 / 6) / 2
      + -((1 - z / L) ^ 2 - (1 - z / L) + 1 / 6) / 2) = cellPotential L z := by
    unfold cellPotential
    field_simp
    ring
  rw [hval] at h
  refine h.congr' ?_
  filter_upwards [self_mem_nhdsWithin] with ε hε
  exact (latticePotential_eq hL hε hz hzL).symm

/-- The Madelung potential on a sheet of the neutralised lattice is `π L / 3`, which equals
`-4π L ζ(-1)`. -/
theorem madelung_potential {L : ℝ} (hL : 0 < L) :
    Tendsto (fun ε => latticePotential L ε 0) (𝓝[>] 0) (𝓝 (π * L / 3)) ∧
      ((π * L / 3 : ℝ) : ℂ) = -4 * π * L * riemannZeta (-1) := by
  constructor
  · have h := latticePotential_tendsto hL le_rfl hL.le
    rwa [show cellPotential L 0 = π * L / 3 by unfold cellPotential; ring] at h
  · rw [zeta_neg_one]
    push_cast
    ring

/-- The limiting potential integrates to zero over one cell. -/
theorem integral_cellPotential (L : ℝ) : ∫ z in (0 : ℝ)..L, cellPotential L z = 0 := by
  have hd : ∀ z ∈ Set.uIcc 0 L, HasDerivAt
      (fun y : ℝ => 2 * π * (y ^ 3 / (3 * L) - y ^ 2 / 2 + L / 6 * y)) (cellPotential L z) z := by
    intro z _
    have e3 : HasDerivAt (fun y : ℝ => y ^ 3) (3 * z ^ 2) z := by simpa using hasDerivAt_pow 3 z
    have e2 : HasDerivAt (fun y : ℝ => y ^ 2) (2 * z) z := by simpa using hasDerivAt_pow 2 z
    have h := (((e3.div_const (3 * L)).fun_sub (e2.div_const 2)).fun_add
      ((hasDerivAt_id' z).const_mul (L / 6))).const_mul (2 * π)
    refine h.congr_deriv ?_
    unfold cellPotential
    ring
  have hc : Continuous (cellPotential L) := by
    unfold cellPotential
    fun_prop
  have hLL : L ^ 3 / (3 * L) = L ^ 2 / 3 := by
    rcases eq_or_ne L 0 with rfl | h
    · simp
    · field_simp
  rw [intervalIntegral.integral_eq_sub_of_hasDerivAt hd (hc.intervalIntegrable _ _), hLL]
  ring

end

end SheetLatticeMadelung
```

```lean
#print axioms SheetLatticeMadelung.jellium_tendsto_zeta
-- 'SheetLatticeMadelung.jellium_tendsto_zeta' depends on axioms: [propext, Classical.choice, Quot.sound]
#print axioms SheetLatticeMadelung.madelung_potential
-- 'SheetLatticeMadelung.madelung_potential' depends on axioms: [propext, Classical.choice, Quot.sound]
#print axioms SheetLatticeMadelung.integral_cellPotential
-- 'SheetLatticeMadelung.integral_cellPotential' depends on axioms: [propext, Classical.choice, Quot.sound]
```

## From the Taylor remainder to the cell potential

`expRemainder_tendsto` controls the expansion. It applies `Real.exp_bound` at fourth order, which bounds the error in the third-order coefficient by c⁴ε, and a squeeze gives the limit −c³/6. `hasSum_damped` proves convergence and the closed form from the two geometric series, and `integral_damped` obtains 1/ε² from a Gamma integral.

`sumMinusBackground_tendsto` does the cancellation without O-symbols. The remainders for c = 1 and c = x are treated as variables alongside ε, and `U` and `N` are polynomials in these three. The identity `hnum` says that the numerator in braces above is exactly ε²`N`. The difference is then `N`/`U`², and continuity gives its limit.

`zeta_neg_one` uses the Bernoulli-number formula for zeta at negative integers. `latticePotential_eq` splits the integer sum into n ≥ 0 and n ≤ −1, which are the sheets below and above the field point. It reduces the background to twice a half-line integral by translation and evenness. `latticePotential_tendsto` adds the two limits, and `integral_cellPotential` uses an explicit antiderivative.

## The same number in a plane-wave calculation

A periodic Poisson solver usually sets the G = 0 component of the potential to zero, which supplies the neutralising background and the zero average together. For this lattice, keeping wavevectors G = 2πk/L with 1 ≤ |k| ≤ K gives the on-sheet value

(2L/π) Σ_{k=1}^{K} 1/k²,

which approaches πL/3 with an error of about 2L/(πK). This makes a simple check of prefactors and of the G = 0 convention.

For charged slabs in periodic supercells, the result gives the electrostatic energy per area in the idealised case of rigid sheets without screening: with surface charge σ it is πσ²L/6, so it grows linearly with the cell length instead of converging.
